# The Brillouin–Wigner expansion of a finite-dimensional eigenstate, with its exact remainder

A system with Hamiltonian H₀ has a known state φ of energy e. A coupling V is switched on, and an eigenstate ψ of H₀ + V with energy E is wanted. Rayleigh–Schrödinger perturbation theory divides by differences of unperturbed energies, e − eⱼ, which become small when another level lies close to e. The Brillouin–Wigner series divides by E − eⱼ, with the exact energy in place of e. What is left over when this series is cut after m terms?

For finite matrices the remainder has a closed form, provided that ψ overlaps with φ and that a reduced resolvent exists at the energy E. The result is an identity at each order. It neither determines E by itself nor says that the remainder is small; a sufficient condition for convergence is given below.

## States, operators and the reduced resolvent

The states are complex vectors indexed by a finite set `n`, and H₀, V and R are square matrices over the same set. The inner product is

    ⟨φ, x⟩ = Σᵢ conj(φᵢ) xᵢ,

written `star φ ⬝ᵥ x` in Lean, and `*ᵥ` applies a matrix to a vector. The energy e is a real number and E is allowed to be complex. The order of the expansion is m.

```lean
import Mathlib

open Matrix Filter Topology

namespace BrillouinWigner

noncomputable section

variable {n : Type*} [Fintype n] [DecidableEq n]
```

Let φ† be the conjugate row vector of φ (φ* in the comments of the code). The matrix

    Q = 1 − φφ†

is the projector onto the complement of φ when φ has unit norm, which is the physical case. The theorems don't require that norm.

```lean
/-- The matrix `1 - φ φ*`; for a unit vector `φ` it projects onto the orthogonal
complement of the reference state. -/
def complementProj (φ : n → ℂ) : Matrix n n ℂ := 1 - vecMulVec φ (star φ)
```

The reduced resolvent R enters through the relation

    R (E − H₀) = Q.

In the eigenbasis of H₀, with φ a normalised basis state, R divides the component along every other state j by E − eⱼ. The relation therefore carries a physical condition: no unperturbed state orthogonal to φ may have the energy E. If χ were such a state, applying both sides to χ would give 0 = χ.

An alternative model defines R as Q(E − H₀)⁻¹. The relation would then follow from the invertibility of E − H₀, but the case E = e would be lost. The relation used here still allows that case when φ is normalised and e is non-degenerate.

The wavefunction with m terms is

    ψₘ = Σ_{k<m} (RV)ᵏ φ,

so ψ₀ = 0 and ψ₁ = φ.

```lean
/-- The Brillouin-Wigner wavefunction with `m` terms, `∑ (R V)^k φ` over `k < m`. -/
def partialWave (R V : Matrix n n ℂ) (φ : n → ℂ) (m : ℕ) : n → ℂ :=
  ∑ k ∈ Finset.range m, ((R * V) ^ k) *ᵥ φ
```

The matrix Q removes the component along φ:

    Qx = x − φ(φ†x) = x − ⟨φ, x⟩ φ.

The Lean proof checks the action of φφ† component by component and then subtracts it from x.

```lean
/-- The matrix `1 - φ φ*` subtracts from `x` the vector `⟨φ, x⟩ φ`. -/
theorem complementProj_mulVec (φ x : n → ℂ) :
    complementProj φ *ᵥ x = x - (star φ ⬝ᵥ x) • φ := by
  have h : vecMulVec φ (star φ) *ᵥ x = (star φ ⬝ᵥ x) • φ := by
    ext i
    simp only [Matrix.mulVec, dotProduct, Matrix.vecMulVec_apply, Pi.smul_apply,
      smul_eq_mul, Finset.sum_mul]
    exact Finset.sum_congr rfl fun j _ => by ring
  rw [complementProj, Matrix.sub_mulVec, Matrix.one_mulVec, h]
```

## The energy from a projection onto φ

The state ψ is scaled so that ⟨φ, ψ⟩ = 1, which is called intermediate normalisation. This is possible whenever the overlap is non-zero, and it generally leaves ψ without unit norm. Since H₀ is Hermitian and e is real, the adjoint of H₀φ = eφ is

    φ†H₀ = e φ†.

Hence ⟨φ, H₀ψ⟩ = e⟨φ, ψ⟩ = e. Projecting (H₀ + V)ψ = Eψ onto φ gives

    e + ⟨φ, Vψ⟩ = E.

In the proof, `h1` is the adjoint equation, `h2` is the matrix element of H₀, and `h3` is the projected Schrödinger equation. Hermiticity is assumed for H₀ only; V may be any matrix.

```lean
omit [DecidableEq n] in
/-- In intermediate normalisation the exact energy is the unperturbed energy plus
`⟨φ, V ψ⟩`. -/
theorem energy_eq {H₀ V : Matrix n n ℂ} {φ ψ : n → ℂ} {e : ℝ} {E : ℂ}
    (hH : H₀.IsHermitian) (hφ : H₀ *ᵥ φ = (e : ℂ) • φ)
    (hψ : (H₀ + V) *ᵥ ψ = E • ψ) (hn : star φ ⬝ᵥ ψ = 1) :
    E = e + star φ ⬝ᵥ (V *ᵥ ψ) := by
  -- the Hermitian matrix `H₀` acts to the left on the reference state
  have h1 : star φ ᵥ* H₀ = (e : ℂ) • star φ := by
    have h := congrArg star hφ
    rw [Matrix.star_mulVec, hH.eq, star_smul] at h
    simpa using h
  have h2 : star φ ⬝ᵥ (H₀ *ᵥ ψ) = e := by
    rw [Matrix.dotProduct_mulVec, h1, smul_dotProduct, hn, smul_eq_mul, mul_one]
  have h3 : star φ ⬝ᵥ ((H₀ + V) *ᵥ ψ) = star φ ⬝ᵥ (E • ψ) := by rw [hψ]
  rw [Matrix.add_mulVec, dotProduct_add, h2, dotProduct_smul, hn, smul_eq_mul,
    mul_one] at h3
  exact h3.symm
```

## An implicit equation for the state

The Schrödinger equation can be rearranged as

    Vψ = (E − H₀)ψ.

Applying R and using the resolvent relation,

    RVψ = R(E − H₀)ψ = Qψ = ψ − ⟨φ, ψ⟩φ = ψ − φ,

and therefore

    ψ = φ + RVψ.

The rearranged equation is `hV` in the code, and the chain that follows it is `h`. The hypothesis `hR` is the resolvent relation, with E multiplying the identity matrix.

```lean
/-- The exact state obeys the implicit equation `ψ = φ + R V ψ`. -/
theorem wave_equation {H₀ V R : Matrix n n ℂ} {φ ψ : n → ℂ} {E : ℂ}
    (hψ : (H₀ + V) *ᵥ ψ = E • ψ) (hn : star φ ⬝ᵥ ψ = 1)
    (hR : R * (E • (1 : Matrix n n ℂ) - H₀) = complementProj φ) :
    ψ = φ + (R * V) *ᵥ ψ := by
  -- the Schrödinger equation in the form `V ψ = (E - H₀) ψ`
  have hV : V *ᵥ ψ = (E • (1 : Matrix n n ℂ) - H₀) *ᵥ ψ := by
    rw [Matrix.sub_mulVec, Matrix.smul_mulVec, Matrix.one_mulVec, ← hψ,
      Matrix.add_mulVec]
    abel
  have h : (R * V) *ᵥ ψ = ψ - φ := by
    rw [← Matrix.mulVec_mulVec, hV, Matrix.mulVec_mulVec, hR, complementProj_mulVec,
      hn, one_smul]
  rw [h]
  abel
```

The unknown ψ stands on both sides, so the equation can be inserted into itself. At m = 0 the claim is ψ = 0 + ψ. If it holds at m, then

    ψ = ψₘ + (RV)ᵐψ
      = ψₘ + (RV)ᵐ(φ + RVψ)
      = ψₘ₊₁ + (RV)ᵐ⁺¹ψ.

The induction in Lean has the same three lines. It uses only the implicit equation, whatever its origin.

```lean
/-- Iterating `ψ = φ + R V ψ` gives the first `m` terms of the series and the
remainder `(R V)^m ψ`. -/
theorem iterate_wave {R V : Matrix n n ℂ} {φ ψ : n → ℂ}
    (h : ψ = φ + (R * V) *ᵥ ψ) (m : ℕ) :
    ψ = partialWave R V φ m + ((R * V) ^ m) *ᵥ ψ := by
  induction m with
  | zero => simp [partialWave]
  | succ m ih =>
    calc ψ = partialWave R V φ m + ((R * V) ^ m) *ᵥ ψ := ih
      _ = partialWave R V φ m + ((R * V) ^ m) *ᵥ (φ + (R * V) *ᵥ ψ) := by rw [← h]
      _ = partialWave R V φ (m + 1) + ((R * V) ^ (m + 1)) *ᵥ ψ := by
        rw [Matrix.mulVec_add, Matrix.mulVec_mulVec, ← pow_succ]
        simp only [partialWave, Finset.sum_range_succ, add_assoc]
```

Together these steps give the expansion. For H₀ Hermitian, H₀φ = eφ, (H₀ + V)ψ = Eψ, ⟨φ, ψ⟩ = 1 and R(E − H₀) = Q,

    E = e + ⟨φ, Vψ⟩,
    ψ = Σ_{k<m} (RV)ᵏφ + (RV)ᵐψ   for every m ≥ 0.

The theorem joins the energy formula to the iterated form of the implicit equation, with the sum written out.

```lean
/-- **Brillouin-Wigner expansion.** The exact energy is `e + ⟨φ, V ψ⟩`, and at every
order `m` the exact state is the sum of `(R V)^k φ` over `k < m` plus `(R V)^m ψ`. -/
theorem brillouin_wigner {H₀ V R : Matrix n n ℂ} {φ ψ : n → ℂ} {e : ℝ} {E : ℂ}
    (hH : H₀.IsHermitian) (hφ : H₀ *ᵥ φ = (e : ℂ) • φ)
    (hψ : (H₀ + V) *ᵥ ψ = E • ψ) (hn : star φ ⬝ᵥ ψ = 1)
    (hR : R * (E • (1 : Matrix n n ℂ) - H₀) = complementProj φ) :
    E = e + star φ ⬝ᵥ (V *ᵥ ψ) ∧
      ∀ m : ℕ, ψ = ∑ k ∈ Finset.range m, ((R * V) ^ k) *ᵥ φ + ((R * V) ^ m) *ᵥ ψ :=
  ⟨energy_eq hH hφ hψ hn, iterate_wave (wave_equation hψ hn hR)⟩
```

For a many-electron Hamiltonian represented in a finite basis, with a single reference state, this identifies exactly what a truncated Brillouin–Wigner wavefunction omits when the exact E is used in R.

## The energy series and its use in a calculation

Inserting the expanded state into ⟨φ, Vψ⟩ gives

    E = e + Σ_{k<m} ⟨φ, V(RV)ᵏφ⟩ + ⟨φ, V(RV)ᵐψ⟩.

At m = 0 this is the projected energy formula again. At m = 2 the terms kept are e + ⟨φ, Vφ⟩ + ⟨φ, VRVφ⟩.

In the proof, `hsum` moves V and the inner product through the finite sum by induction, `hw` inserts the expanded state, and the last line adds the energy formula.

```lean
/-- The exact energy is `e` plus the terms `⟨φ, V (R V)^k φ⟩` over `k < m` plus the
remainder `⟨φ, V (R V)^m ψ⟩`. -/
theorem energy_expansion {H₀ V R : Matrix n n ℂ} {φ ψ : n → ℂ} {e : ℝ} {E : ℂ}
    (hH : H₀.IsHermitian) (hφ : H₀ *ᵥ φ = (e : ℂ) • φ)
    (hψ : (H₀ + V) *ᵥ ψ = E • ψ) (hn : star φ ⬝ᵥ ψ = 1)
    (hR : R * (E • (1 : Matrix n n ℂ) - H₀) = complementProj φ) (m : ℕ) :
    E = e + ∑ k ∈ Finset.range m, star φ ⬝ᵥ ((V * (R * V) ^ k) *ᵥ φ)
      + star φ ⬝ᵥ ((V * (R * V) ^ m) *ᵥ ψ) := by
  have hsum : ∀ j : ℕ, star φ ⬝ᵥ (V *ᵥ partialWave R V φ j)
      = ∑ k ∈ Finset.range j, star φ ⬝ᵥ ((V * (R * V) ^ k) *ᵥ φ) := by
    intro j
    induction j with
    | zero => simp [partialWave]
    | succ j ih =>
      have hs : partialWave R V φ (j + 1)
          = partialWave R V φ j + ((R * V) ^ j) *ᵥ φ := by
        simp only [partialWave, Finset.sum_range_succ]
      rw [hs, Matrix.mulVec_add, dotProduct_add, ih, Matrix.mulVec_mulVec,
        Finset.sum_range_succ]
  -- insert the expanded state into `⟨φ, V ψ⟩`
  have hw : star φ ⬝ᵥ (V *ᵥ ψ)
      = star φ ⬝ᵥ (V *ᵥ (partialWave R V φ m + ((R * V) ^ m) *ᵥ ψ)) := by
    rw [← iterate_wave (wave_equation hψ hn hR) m]
  rw [Matrix.mulVec_add, dotProduct_add, hsum, Matrix.mulVec_mulVec] at hw
  have hE := energy_eq hH hφ hψ hn
  linear_combination hE + hw
```

For m ≥ 2 the truncated formula contains R, which depends on E, so it is an equation for E and not an explicit value. A program can start from a trial energy, evaluate the right-hand side without the remainder, and repeat with the new energy until the value settles, which is not guaranteed. In the eigenbasis of H₀, with φ normalised and R chosen so that Rφ = 0, one application of RV is a multiplication by V, after which the component along φ is set to zero and each other component is divided by E − eⱼ. The remainder formula above refers to R at the exact energy, not at a trial value.

## From a self-consistent pair back to an eigenstate

Suppose that a pair (ψ, E) satisfies both ψ = φ + RVψ and E = e + ⟨φ, Vψ⟩. A direct way back to the Schrödinger equation uses the resolvent relation in the other order, (E − H₀)R = Q. Then

    (E − H₀)ψ = (E − H₀)φ + (E − H₀)RVψ
              = (E − e)φ + Vψ − ⟨φ, Vψ⟩φ
              = Vψ,

because ⟨φ, Vψ⟩ = E − e. The energy condition is what cancels the component along φ. Rearranging gives (H₀ + V)ψ = Eψ. If φ ≠ 0, the implicit equation also excludes ψ = 0, so ψ is a genuine eigenvector.

The `calc` block follows these lines: `hc` is the energy condition solved for the matrix element, and `module` carries out the cancellation.

```lean
/-- Conversely, if `H₀ φ = e φ` and `(E - H₀) R = 1 - φ φ*`, then a self-consistent solution of `ψ =
φ + R V ψ` and `E = e + ⟨φ, V ψ⟩` solves the full Schrödinger equation. -/
theorem schrodinger_of_selfConsistent {H₀ V R : Matrix n n ℂ} {φ ψ : n → ℂ}
    {e : ℝ} {E : ℂ} (hφ : H₀ *ᵥ φ = (e : ℂ) • φ)
    (hR : (E • (1 : Matrix n n ℂ) - H₀) * R = complementProj φ)
    (hw : ψ = φ + (R * V) *ᵥ ψ) (hE : E = e + star φ ⬝ᵥ (V *ᵥ ψ)) :
    (H₀ + V) *ᵥ ψ = E • ψ := by
  have hc : star φ ⬝ᵥ (V *ᵥ ψ) = E - e := by linear_combination (-1 : ℂ) * hE
  -- the energy condition cancels the component along `φ`
  have h1 : (E • (1 : Matrix n n ℂ) - H₀) *ᵥ ψ = V *ᵥ ψ := by
    calc (E • (1 : Matrix n n ℂ) - H₀) *ᵥ ψ
        = (E • (1 : Matrix n n ℂ) - H₀) *ᵥ (φ + (R * V) *ᵥ ψ) := by rw [← hw]
      _ = (E • φ - (e : ℂ) • φ) + (V *ᵥ ψ - (star φ ⬝ᵥ (V *ᵥ ψ)) • φ) := by
        rw [Matrix.mulVec_add, Matrix.mulVec_mulVec, ← mul_assoc, hR,
          ← Matrix.mulVec_mulVec, complementProj_mulVec, Matrix.sub_mulVec,
          Matrix.smul_mulVec, Matrix.one_mulVec, hφ]
      _ = V *ᵥ ψ := by
        rw [hc]
        module
  rw [Matrix.sub_mulVec, Matrix.smul_mulVec, Matrix.one_mulVec] at h1
  rw [Matrix.add_mulVec, ← h1]
  abel
```

## When the remainder tends to zero

Let p be a seminorm, that is, a measure of length that may vanish on non-zero vectors, and suppose that for some q with 0 ≤ q < 1

    p(RVx) ≤ q p(x)   for all x.

Weak coupling is one way to obtain such a bound: with φ normalised and Rφ = 0, it holds in the Euclidean norm when the largest singular value of V is smaller than |E − eⱼ| for every state j other than φ. Applying the bound m times to the exact remainder gives

    p(ψ − ψₘ) = p((RV)ᵐψ) ≤ qᵐ p(ψ),

and the right-hand side tends to zero. If p is a norm, ψₘ converges to ψ; a seminorm controls only the components that it sees. The contraction is assumed and has to be established for the system at hand.

In Lean, `hpow` is the repeated bound, `hb` transfers it to the error, and `squeeze_zero` takes the limit.

```lean
/-- If `R V` contracts a seminorm `p` by a factor `q < 1`, the error of the `m`-term
wavefunction is at most `q^m p(ψ)` and tends to zero. -/
theorem error_bound {H₀ V R : Matrix n n ℂ} {φ ψ : n → ℂ} {E : ℂ}
    (hψ : (H₀ + V) *ᵥ ψ = E • ψ) (hn : star φ ⬝ᵥ ψ = 1)
    (hR : R * (E • (1 : Matrix n n ℂ) - H₀) = complementProj φ)
    (p : Seminorm ℂ (n → ℂ)) {q : ℝ} (hq0 : 0 ≤ q) (hq1 : q < 1)
    (hq : ∀ x, p ((R * V) *ᵥ x) ≤ q * p x) :
    (∀ m, p (ψ - partialWave R V φ m) ≤ q ^ m * p ψ) ∧
      Tendsto (fun m => p (ψ - partialWave R V φ m)) atTop (𝓝 0) := by
  have hpow : ∀ m : ℕ, p (((R * V) ^ m) *ᵥ ψ) ≤ q ^ m * p ψ := by
    intro m
    induction m with
    | zero => simp
    | succ m ih =>
      rw [pow_succ' (R * V) m, ← Matrix.mulVec_mulVec]
      calc p ((R * V) *ᵥ (((R * V) ^ m) *ᵥ ψ))
          ≤ q * p (((R * V) ^ m) *ᵥ ψ) := hq _
        _ ≤ q * (q ^ m * p ψ) := mul_le_mul_of_nonneg_left ih hq0
        _ = q ^ (m + 1) * p ψ := by ring
  have hb : ∀ m, p (ψ - partialWave R V φ m) ≤ q ^ m * p ψ := by
    intro m
    rw [sub_eq_of_eq_add' (iterate_wave (wave_equation hψ hn hR) m)]
    exact hpow m
  refine ⟨hb, squeeze_zero (fun m => apply_nonneg p _) hb ?_⟩
  simpa using (tendsto_pow_atTop_nhds_zero_of_lt_one hq0 hq1).mul_const (p ψ)
```

## A two-level system with e = 2 and E = 1

Take unperturbed levels at 2 and 6, with

    H₀ = diag(2, 6),   V = [[0, 2], [2, −1]],
    φ = (1, 0),        ψ = (1, −1/2).

Then H₀ + V = [[2, 2], [2, 5]], and

    (H₀ + V)ψ = (2 − 1, 2 − 5/2) = (1, −1/2) = ψ,

so E = 1. The overlap ⟨φ, ψ⟩ is 1, while the normalised eigenvector is (2, −1)/√5. The upper level has the denominator 1 − 6 = −5, hence R = diag(0, −1/5). Multiplying R and E − H₀ = diag(−1, −5) in either order gives diag(0, 1) = Q.

The theorem confirms the Hermiticity of H₀, both eigenvalue equations, the overlap and both resolvent relations. In the proof, `hQ` and `hD` write out Q and E − H₀ as explicit matrices, and the remaining equalities are checked entry by entry.

```lean
/-- A two-level system with `e = 2` and `E = 1` satisfies the eigenvalue equations,
the normalisation and both resolvent relations. -/
theorem brillouin_wigner_witness :
    let H₀ : Matrix (Fin 2) (Fin 2) ℂ := !![2, 0; 0, 6]
    let V : Matrix (Fin 2) (Fin 2) ℂ := !![0, 2; 2, -1]
    let R : Matrix (Fin 2) (Fin 2) ℂ := !![0, 0; 0, -1/5]
    let φ : Fin 2 → ℂ := ![1, 0]
    let ψ : Fin 2 → ℂ := ![1, -1/2]
    H₀.IsHermitian ∧ H₀ *ᵥ φ = ((2 : ℝ) : ℂ) • φ ∧ (H₀ + V) *ᵥ ψ = (1 : ℂ) • ψ ∧
      star φ ⬝ᵥ ψ = 1 ∧
      R * ((1 : ℂ) • (1 : Matrix (Fin 2) (Fin 2) ℂ) - H₀) = complementProj φ ∧
      ((1 : ℂ) • (1 : Matrix (Fin 2) (Fin 2) ℂ) - H₀) * R = complementProj φ := by
  intro H₀ V R φ ψ
  -- both sides of the resolvent relations as explicit matrices
  have hQ : complementProj φ = !![0, 0; 0, 1] := by
    ext i j
    rw [complementProj, Matrix.sub_apply, Matrix.one_apply, Matrix.vecMulVec_apply,
      Pi.star_apply]
    fin_cases i <;> fin_cases j <;> simp [φ]
  have hD : (1 : ℂ) • (1 : Matrix (Fin 2) (Fin 2) ℂ) - H₀ = !![-1, 0; 0, -5] := by
    ext i j
    rw [one_smul, Matrix.sub_apply, Matrix.one_apply]
    fin_cases i <;> fin_cases j <;> simp [H₀] <;> norm_num
  refine ⟨?_, ?_, ?_, ?_, ?_, ?_⟩
  · ext i j
    fin_cases i <;> fin_cases j <;> simp [H₀]
  · ext i
    fin_cases i <;> simp [H₀, φ, Matrix.mulVec, dotProduct, Fin.sum_univ_succ]
  · ext i
    fin_cases i <;>
      simp [H₀, V, ψ, Matrix.mulVec, dotProduct, Fin.sum_univ_succ] <;> norm_num
  · simp [φ, ψ, dotProduct, Fin.sum_univ_succ]
  · rw [hD, hQ]
    ext i j
    fin_cases i <;> fin_cases j <;>
      simp [R, Matrix.mul_apply, Fin.sum_univ_two]
  · rw [hD, hQ]
    ext i j
    fin_cases i <;> fin_cases j <;>
      simp [R, Matrix.mul_apply, Fin.sum_univ_two]
    norm_num

end

end BrillouinWigner
```

The series for this example can be summed by direct arithmetic. The second component of ψₘ collects −2/5, −2/25, −2/125 and so on, a geometric series with ratio 1/5 and sum −1/2, which is the second component of ψ. No term after the first vanishes, so the expansion doesn't stop at a finite order.

```lean
#print axioms BrillouinWigner.brillouin_wigner
#print axioms BrillouinWigner.energy_expansion
#print axioms BrillouinWigner.schrodinger_of_selfConsistent
#print axioms BrillouinWigner.error_bound
```

```
'BrillouinWigner.brillouin_wigner' depends on axioms: [propext, Classical.choice, Quot.sound]
'BrillouinWigner.energy_expansion' depends on axioms: [propext, Classical.choice, Quot.sound]
'BrillouinWigner.schrodinger_of_selfConsistent' depends on axioms: [propext, Classical.choice, Quot.sound]
'BrillouinWigner.error_bound' depends on axioms: [propext, Classical.choice, Quot.sound]
```
